# Fluorescence anisotropy of fixed, randomly oriented molecules: $(3\cos^2\alpha-1)/5$ for absorption and emission dipoles at angle $\alpha$

Weak, linearly polarised light excites, by one-photon absorption, a sample of immobile, randomly oriented molecules that exchange no energy with one another, each absorbing and emitting along one and the same axis at angle $\theta$ to the polarisation: up to a common factor, the signal through a parallel analyser is $\langle\cos^4\theta\rangle=1/5$, the signal through a perpendicular one is $\langle\cos^2\theta\,(1-\cos^2\theta)\rangle/2=1/15$, and the anisotropy is $(1/5-1/15)/(1/5+2/15)=2/5$. When the emission dipole is tilted away from the absorption dipole by an angle with cosine $c$, the same averages give $(3c^2-1)/5$, and $2/5$ is reached only for parallel or antiparallel dipoles.

In Lean 4 with Mathlib:

```lean
import Mathlib

open Real Matrix

namespace FluorescencePhotoselection

noncomputable section

/-- The unit vector with polar angle `θ` and azimuth `φ`. -/
def dir (θ φ : ℝ) : Fin 3 → ℝ := ![sin θ * cos φ, sin θ * sin φ, cos θ]

/-- The average of `f` over all directions in space, as an integral over the spherical angles. -/
def orientAvg (f : (Fin 3 → ℝ) → ℝ) : ℝ :=
  (∫ θ in (0 : ℝ)..π, (∫ φ in (0 : ℝ)..(2 * π), f (dir θ φ)) * sin θ) / (4 * π)

/-- Intensity detected parallel to the exciting polarisation `n`, for absorption dipole `u` and
emission dipole `v`, averaged over orientations. -/
def parallelIntensity (u v : Fin 3 → ℝ) : ℝ :=
  orientAvg fun n => (u ⬝ᵥ n) ^ 2 * (v ⬝ᵥ n) ^ 2

/-- Intensity detected perpendicular to the exciting polarisation `n`, for absorption dipole `u`
and unit emission dipole `v`, averaged over orientations. -/
def perpIntensity (u v : Fin 3 → ℝ) : ℝ :=
  orientAvg fun n => (u ⬝ᵥ n) ^ 2 * ((1 - (v ⬝ᵥ n) ^ 2) / 2)

/-- Fluorescence anisotropy: the difference of the two polarised intensities over the total
intensity (parallel plus twice perpendicular). Lean's division gives the value 0 where that total
vanishes. -/
def anisotropy (u v : Fin 3 → ℝ) : ℝ :=
  (parallelIntensity u v - perpIntensity u v) /
    (parallelIntensity u v + 2 * perpIntensity u v)

/-- The integral over a full turn of a product of two quadratic polynomials in the cosine and
sine of the azimuth. -/
theorem azimuthal_integral (p0 p1 p2 p3 p4 q0 q1 q2 q3 q4 : ℝ) :
    ∫ x in (0 : ℝ)..(2 * π),
      (p0 + p1 * cos x + p2 * sin x + p3 * cos x ^ 2 + p4 * (cos x * sin x)) *
      (q0 + q1 * cos x + q2 * sin x + q3 * cos x ^ 2 + q4 * (cos x * sin x)) =
    2 * π * (p0 * q0) + π * (p0 * q3 + p3 * q0 + p1 * q1 + p2 * q2)
      + 3 * π / 4 * (p3 * q3) + π / 4 * (p4 * q4) := by
  -- an explicit antiderivative
  have key : ∀ x : ℝ, HasDerivAt (fun y : ℝ =>
      (p0 * q0 + (p0 * q3 + p3 * q0 + p1 * q1 + p2 * q2) / 2
        + 3 * (p3 * q3) / 8 + p4 * q4 / 8) * y
      + (p0 * q1 + p1 * q0 + p1 * q3 + p3 * q1) * sin y
      + (-(p0 * q2 + p2 * q0)) * cos y
      + ((p0 * q3 + p3 * q0 + p1 * q1 - p2 * q2) / 2
        + 3 * (p3 * q3) / 8 + p4 * q4 / 8) * (sin y * cos y)
      + ((p0 * q4 + p4 * q0 + p1 * q2 + p2 * q1) / 2) * (sin y * sin y)
      + ((p2 * q4 + p4 * q2 - p1 * q3 - p3 * q1) / 3) * (sin y * sin y * sin y)
      + (-(p1 * q4 + p4 * q1 + p2 * q3 + p3 * q2) / 3) * (cos y * cos y * cos y)
      + ((p3 * q3 - p4 * q4) / 4) * (sin y * cos y * (cos y * cos y))
      + (-(p3 * q4 + p4 * q3) / 4) * (cos y * cos y * (cos y * cos y)))
      ((p0 + p1 * cos x + p2 * sin x + p3 * cos x ^ 2 + p4 * (cos x * sin x)) *
       (q0 + q1 * cos x + q2 * sin x + q3 * cos x ^ 2 + q4 * (cos x * sin x))) x := by
    intro x
    have hs := Real.hasDerivAt_sin x
    have hc := Real.hasDerivAt_cos x
    have hss := hs.fun_mul hs
    have hcc := hc.fun_mul hc
    have hsc := hs.fun_mul hc
    refine ((((((((((hasDerivAt_id' x).const_mul _).fun_add (hs.const_mul _)).fun_add
      (hc.const_mul _)).fun_add (hsc.const_mul _)).fun_add (hss.const_mul _)).fun_add
      ((hss.fun_mul hs).const_mul _)).fun_add ((hcc.fun_mul hc).const_mul _)).fun_add
      ((hsc.fun_mul hcc).const_mul _)).fun_add ((hcc.fun_mul hcc).const_mul _)).congr_deriv ?_
    linear_combination (-((p0 * q3 + p3 * q0 + p1 * q1 + p2 * q2) / 2
      + (p1 * q3 + p3 * q1) * cos x + p3 * q3 * (3 / 8 + 3 / 4 * cos x ^ 2)
      + p4 * q4 * (1 / 8 + cos x ^ 2 / 4))) * Real.sin_sq_add_cos_sq x
  rw [intervalIntegral.integral_eq_sub_of_hasDerivAt (fun x _ => key x)
    (Continuous.intervalIntegrable (by fun_prop) _ _)]
  simp only [Real.sin_two_pi, Real.cos_two_pi, Real.sin_zero, Real.cos_zero]
  ring

/-- The polar integral, with the solid-angle weight, of an even quartic form in the cosine and
sine of the polar angle. -/
theorem polar_integral (a b c : ℝ) :
    ∫ x in (0 : ℝ)..π,
      (a * cos x ^ 4 + b * (sin x ^ 2 * cos x ^ 2) + c * sin x ^ 4) * sin x =
    2 / 5 * a + 4 / 15 * b + 16 / 15 * c := by
  have key : ∀ x : ℝ, HasDerivAt (fun y : ℝ =>
      (-c) * cos y + (-(b - 2 * c) / 3) * (cos y * cos y * cos y)
      + (-(a - b + c) / 5) * (cos y * cos y * cos y * (cos y * cos y)))
      ((a * cos x ^ 4 + b * (sin x ^ 2 * cos x ^ 2) + c * sin x ^ 4) * sin x) x := by
    intro x
    have hc := Real.hasDerivAt_cos x
    have hcc := hc.fun_mul hc
    have hccc := hcc.fun_mul hc
    refine (((hc.const_mul _).fun_add (hccc.const_mul _)).fun_add
      ((hccc.fun_mul hcc).const_mul _)).congr_deriv ?_
    linear_combination (-(sin x * (b * cos x ^ 2 + c * (1 - cos x ^ 2 + sin x ^ 2)))) *
      Real.sin_sq_add_cos_sq x
  rw [intervalIntegral.integral_eq_sub_of_hasDerivAt (fun x _ => key x)
    (Continuous.intervalIntegrable (by fun_prop) _ _)]
  simp only [Real.cos_pi, Real.cos_zero]
  ring

/-- The isotropic average of a product of two quadratic forms in the direction `n`, with matrices
`M` and `N`, is one fifteenth of `tr M * tr N + tr (M * N) + tr (M * Nᵀ)`. -/
theorem orientAvg_quadratic (M N : Matrix (Fin 3) (Fin 3) ℝ) :
    orientAvg (fun n => (n ⬝ᵥ M *ᵥ n) * (n ⬝ᵥ N *ᵥ n)) =
      (M.trace * N.trace + (M * N).trace + (M * Nᵀ).trace) / 15 := by
  -- a quadratic form as a trigonometric polynomial in the azimuth
  have quad : ∀ (K : Matrix (Fin 3) (Fin 3) ℝ) (θ φ : ℝ),
      dir θ φ ⬝ᵥ K *ᵥ dir θ φ =
      (cos θ ^ 2 * K 2 2 + sin θ ^ 2 * K 1 1)
      + (sin θ * cos θ * (K 0 2 + K 2 0)) * cos φ
      + (sin θ * cos θ * (K 1 2 + K 2 1)) * sin φ
      + (sin θ ^ 2 * (K 0 0 - K 1 1)) * cos φ ^ 2
      + (sin θ ^ 2 * (K 0 1 + K 1 0)) * (cos φ * sin φ) := by
    intro K θ φ
    have h0 : dir θ φ 0 = sin θ * cos φ := rfl
    have h1 : dir θ φ 1 = sin θ * sin φ := rfl
    have h2 : dir θ φ 2 = cos θ := rfl
    simp only [dotProduct, Matrix.mulVec, Fin.sum_univ_three, h0, h1, h2]
    linear_combination (K 1 1 * sin θ ^ 2) * Real.sin_sq_add_cos_sq φ
  -- integrate over the azimuth, then over the polar angle
  have inner : ∀ θ : ℝ, ∫ φ in (0 : ℝ)..(2 * π),
      (dir θ φ ⬝ᵥ M *ᵥ dir θ φ) * (dir θ φ ⬝ᵥ N *ᵥ dir θ φ) =
      (2 * π * (M 2 2 * N 2 2)) * cos θ ^ 4
      + (π * (2 * M 2 2 * N 1 1 + 2 * M 1 1 * N 2 2 + M 2 2 * (N 0 0 - N 1 1)
        + (M 0 0 - M 1 1) * N 2 2 + (M 0 2 + M 2 0) * (N 0 2 + N 2 0)
        + (M 1 2 + M 2 1) * (N 1 2 + N 2 1))) * (sin θ ^ 2 * cos θ ^ 2)
      + (π * (2 * M 1 1 * N 1 1 + M 1 1 * (N 0 0 - N 1 1) + (M 0 0 - M 1 1) * N 1 1
        + 3 / 4 * (M 0 0 - M 1 1) * (N 0 0 - N 1 1)
        + 1 / 4 * (M 0 1 + M 1 0) * (N 0 1 + N 1 0))) * sin θ ^ 4 := by
    intro θ
    simp only [quad]
    rw [azimuthal_integral]
    ring
  simp only [orientAvg, inner]
  rw [polar_integral, div_eq_iff (by positivity)]
  simp only [Matrix.trace, Matrix.diag_apply, Matrix.mul_apply, Matrix.transpose_apply,
    Fin.sum_univ_three]
  ring

/-- For a unit emission dipole `v` and an orthonormal frame given by the rows of `R`, averaging the
detected signal over all analyser directions perpendicular to the first row gives half of one minus
the squared component of `v` along that row. -/
theorem perpendicular_analyser (R : Matrix (Fin 3) (Fin 3) ℝ) (v : Fin 3 → ℝ)
    (hR : Rᵀ * R = 1) (hv : v ⬝ᵥ v = 1) :
    (∫ x in (0 : ℝ)..(2 * π), (v ⬝ᵥ (cos x • R 1 + sin x • R 2)) ^ 2) / (2 * π) =
      (1 - (v ⬝ᵥ R 0) ^ 2) / 2 := by
  have e : (R *ᵥ v) ⬝ᵥ (R *ᵥ v) = 1 := by
    rw [Matrix.dotProduct_mulVec, ← Matrix.mulVec_transpose, Matrix.mulVec_mulVec, hR,
      Matrix.one_mulVec, hv]
  -- the squared components of the dipole along the frame add up to one
  have e' : (v ⬝ᵥ R 0) ^ 2 + (v ⬝ᵥ R 1) ^ 2 + (v ⬝ᵥ R 2) ^ 2 = 1 := by
    refine Eq.trans ?_ e
    simp only [dotProduct, Matrix.mulVec, Fin.sum_univ_three]
    ring
  have hf : (fun x : ℝ => (v ⬝ᵥ (cos x • R 1 + sin x • R 2)) ^ 2) = fun x : ℝ =>
      (0 + (v ⬝ᵥ R 1) * cos x + (v ⬝ᵥ R 2) * sin x + 0 * cos x ^ 2 + 0 * (cos x * sin x)) *
      (0 + (v ⬝ᵥ R 1) * cos x + (v ⬝ᵥ R 2) * sin x + 0 * cos x ^ 2
        + 0 * (cos x * sin x)) := by
    funext x
    rw [dotProduct_add, dotProduct_smul, dotProduct_smul, smul_eq_mul, smul_eq_mul]
    ring
  rw [hf, azimuthal_integral, div_eq_iff (by positivity)]
  linear_combination π * e'

/-- For unit dipoles the parallel intensity is `(1 + 2c²)/15`, with `c` the cosine of the angle
between them. -/
theorem parallelIntensity_eq (u v : Fin 3 → ℝ) (hu : u ⬝ᵥ u = 1) (hv : v ⬝ᵥ v = 1) :
    parallelIntensity u v = (1 + 2 * (u ⬝ᵥ v) ^ 2) / 15 := by
  have e : (fun n : Fin 3 → ℝ => (u ⬝ᵥ n) ^ 2 * (v ⬝ᵥ n) ^ 2) =
      fun n => (n ⬝ᵥ vecMulVec u u *ᵥ n) * (n ⬝ᵥ vecMulVec v v *ᵥ n) := by
    funext n
    simp only [dotProduct, Matrix.mulVec, Matrix.vecMulVec_apply, Fin.sum_univ_three]
    ring
  rw [parallelIntensity, e, orientAvg_quadratic]
  trans ((u ⬝ᵥ u) * (v ⬝ᵥ v) + 2 * (u ⬝ᵥ v) ^ 2) / 15
  · simp only [Matrix.trace, Matrix.diag_apply, Matrix.mul_apply, Matrix.transpose_apply,
      Matrix.vecMulVec_apply, dotProduct, Fin.sum_univ_three]
    ring
  · rw [hu, hv, one_mul]

/-- For unit dipoles the perpendicular intensity is `(2 - c²)/15`, with `c` the cosine of the
angle between them. -/
theorem perpIntensity_eq (u v : Fin 3 → ℝ) (hu : u ⬝ᵥ u = 1) (hv : v ⬝ᵥ v = 1) :
    perpIntensity u v = (2 - (u ⬝ᵥ v) ^ 2) / 15 := by
  have unit : ∀ θ φ : ℝ, dir θ φ ⬝ᵥ dir θ φ = 1 := by
    intro θ φ
    have h0 : dir θ φ 0 = sin θ * cos φ := rfl
    have h1 : dir θ φ 1 = sin θ * sin φ := rfl
    have h2 : dir θ φ 2 = cos θ := rfl
    simp only [dotProduct, Fin.sum_univ_three, h0, h1, h2]
    linear_combination sin θ ^ 2 * Real.sin_sq_add_cos_sq φ + Real.sin_sq_add_cos_sq θ
  -- on unit vectors the detection factor is a quadratic form
  have form : ∀ n : Fin 3 → ℝ,
      (n ⬝ᵥ vecMulVec u u *ᵥ n) * (n ⬝ᵥ ((1 / 2 : ℝ) • (1 - vecMulVec v v)) *ᵥ n) =
      (u ⬝ᵥ n) ^ 2 * ((n ⬝ᵥ n - (v ⬝ᵥ n) ^ 2) / 2) := by
    intro n
    simp only [dotProduct, Matrix.mulVec, Matrix.smul_apply, Matrix.sub_apply,
      Matrix.one_apply, Matrix.vecMulVec_apply, smul_eq_mul, Fin.sum_univ_three,
      Fin.reduceEq, reduceIte]
    ring
  have e : perpIntensity u v = orientAvg (fun n =>
      (n ⬝ᵥ vecMulVec u u *ᵥ n) * (n ⬝ᵥ ((1 / 2 : ℝ) • (1 - vecMulVec v v)) *ᵥ n)) := by
    simp only [perpIntensity, orientAvg, form, unit]
  rw [e, orientAvg_quadratic]
  trans (2 * (u ⬝ᵥ u) + (u ⬝ᵥ u) * (1 - v ⬝ᵥ v) / 2 - (u ⬝ᵥ v) ^ 2) / 15
  · simp only [Matrix.trace, Matrix.diag_apply, Matrix.mul_apply, Matrix.transpose_apply,
      Matrix.smul_apply, Matrix.sub_apply, Matrix.one_apply, Matrix.vecMulVec_apply,
      smul_eq_mul, dotProduct, Fin.sum_univ_three, Fin.reduceEq, reduceIte]
    ring
  · rw [hu, hv]
    ring

/-- For unit dipoles the anisotropy obtained from the orientational averages is `(3c² - 1)/5`,
with `c` the cosine of the angle between absorption and emission dipole. -/
theorem anisotropy_eq (u v : Fin 3 → ℝ) (hu : u ⬝ᵥ u = 1) (hv : v ⬝ᵥ v = 1) :
    anisotropy u v = (3 * (u ⬝ᵥ v) ^ 2 - 1) / 5 := by
  -- the total intensity does not depend on the angle
  have total : parallelIntensity u v + 2 * perpIntensity u v = 1 / 3 := by
    rw [parallelIntensity_eq u v hu hv, perpIntensity_eq u v hu hv]
    ring
  rw [anisotropy, total, parallelIntensity_eq u v hu hv, perpIntensity_eq u v hu hv]
  ring

/-- For unit dipoles the anisotropy equals `2/5` exactly when the dipoles are parallel or
antiparallel. -/
theorem anisotropy_eq_two_fifths_iff (u v : Fin 3 → ℝ) (hu : u ⬝ᵥ u = 1) (hv : v ⬝ᵥ v = 1) :
    anisotropy u v = 2 / 5 ↔ u = v ∨ u = -v := by
  rw [anisotropy_eq u v hu hv]
  constructor
  · intro h
    have hc : (u ⬝ᵥ v - 1) * (u ⬝ᵥ v + 1) = 0 := by linear_combination 5 / 3 * h
    rcases mul_eq_zero.mp hc with h1 | h1
    · left
      have d : (u - v) ⬝ᵥ (u - v) = u ⬝ᵥ u - 2 * (u ⬝ᵥ v) + v ⬝ᵥ v := by
        simp only [dotProduct, Fin.sum_univ_three, Pi.sub_apply]
        ring
      exact sub_eq_zero.mp (dotProduct_self_eq_zero.mp (by linarith))
    · right
      have d : (u + v) ⬝ᵥ (u + v) = u ⬝ᵥ u + 2 * (u ⬝ᵥ v) + v ⬝ᵥ v := by
        simp only [dotProduct, Fin.sum_univ_three, Pi.add_apply]
        ring
      exact eq_neg_of_add_eq_zero_left (dotProduct_self_eq_zero.mp (by linarith))
  · rintro (h | h)
    · rw [h, hv]
      norm_num
    · rw [h, neg_dotProduct, hv]
      norm_num

end

end FluorescencePhotoselection
```

```lean
#print axioms FluorescencePhotoselection.perpendicular_analyser
-- 'FluorescencePhotoselection.perpendicular_analyser' depends on axioms: [propext, Classical.choice, Quot.sound]
#print axioms FluorescencePhotoselection.anisotropy_eq
-- 'FluorescencePhotoselection.anisotropy_eq' depends on axioms: [propext, Classical.choice, Quot.sound]
#print axioms FluorescencePhotoselection.anisotropy_eq_two_fifths_iff
-- 'FluorescencePhotoselection.anisotropy_eq_two_fifths_iff' depends on axioms: [propext, Classical.choice, Quot.sound]
```

## Two dipoles and a polarisation axis

The vectors `u` and `v` are the directions of the absorption and emission dipoles, written as real triples with components numbered 0, 1, 2 for $x,y,z$. The hypotheses `u ⬝ᵥ u = 1` and `v ⬝ᵥ v = 1` make them unit vectors, so $c=u\cdot v=\cos\alpha$. The exciting light is polarised along the unit vector $n$, which `dir θ φ` gives in spherical angles. `orientAvg` integrates over these angles with weight $\sin\theta$ and divides by $4\pi$.

A molecule is excited with probability proportional to $(u\cdot n)^2$, which is photoselection by weak, one-photon excitation. Its emission passes a parallel analyser in proportion to $(v\cdot n)^2$. For a perpendicular analyser along a unit vector $e$ the factor is $(v\cdot e)^2$; an isotropic sample gives the same signal for every $e$ perpendicular to $n$, so it may be replaced by its mean over these directions, $(1-(v\cdot n)^2)/2$, derived in the next section. The two intensities are therefore

$$I_\parallel=\big\langle(u\cdot n)^2(v\cdot n)^2\big\rangle,\qquad
I_\perp=\Big\langle(u\cdot n)^2\,\frac{1-(v\cdot n)^2}{2}\Big\rangle .$$

Common instrumental prefactors are omitted, since they cancel in the ratio `anisotropy`, which textbooks call $r$ or, without molecular motion, $r_0$:

$$r=\frac{I_\parallel-I_\perp}{I_\parallel+2I_\perp}.$$

The main theorems state that $I_\parallel=(1+2c^2)/15$, $I_\perp=(2-c^2)/15$ and $r=(3c^2-1)/5$, and that $r=2/5$ holds if and only if $u=v$ or $u=-v$.

A measurement keeps the polarisation and the analyser fixed while the molecules point in all directions. The definitions keep one molecule fixed and average over the laboratory directions. Passing from one to the other uses the rotational symmetry of an isotropic sample, a physical step that the hypotheses do not contain. Rotation during the excited-state lifetime and energy transfer between molecules are absent from the model.

## The perpendicular factor

Complete $n$ to an orthonormal frame $n,e_1,e_2$. An analyser perpendicular to $n$ points along $\cos x\,e_1+\sin x\,e_2$. Over a full turn, $\cos^2x$ and $\sin^2x$ average to $1/2$ and $\cos x\sin x$ averages to zero, so the mean signal is

$$\tfrac12\big[(v\cdot e_1)^2+(v\cdot e_2)^2\big]=\tfrac12\big[1-(v\cdot n)^2\big].$$

This is `perpendicular_analyser`, with the frame vectors as the rows `R 0`, `R 1`, `R 2` of an orthogonal matrix. Its proof obtains the sum of squared components from $|Rv|^2=|v|^2=1$. The theorem justifies the factor written into `perpIntensity`; the later proofs do not call it.

## The average of two quadratic forms

Both intensities are averages of a product $(n\cdot Mn)(n\cdot Nn)$ with $3\times3$ matrices $M,N$. In spherical angles each form is a quadratic polynomial in $\cos\varphi$ and $\sin\varphi$, which is the step `quad`. Over a full turn, monomials with an odd power of either function vanish, and

$$\int1=2\pi,\quad\int\cos^2\varphi=\int\sin^2\varphi=\pi,\quad\int\cos^4\varphi=\tfrac{3\pi}{4},\quad\int\cos^2\varphi\sin^2\varphi=\tfrac{\pi}{4}.$$

Write $m_{ij}=M_{ij}+M_{ji}$ and $n_{ij}=N_{ij}+N_{ji}$ for $i<j$; the numbers $n_{ij}$ are unrelated to the direction $n$. The azimuthal integral, `inner` in the code, is $\pi$ times

$$\begin{aligned}
&2M_{22}N_{22}\cos^4\theta\\
&+\big[M_{22}(N_{00}+N_{11})+(M_{00}+M_{11})N_{22}+m_{02}n_{02}+m_{12}n_{12}\big]\sin^2\theta\cos^2\theta\\
&+\tfrac14\big[3M_{00}N_{00}+3M_{11}N_{11}+M_{00}N_{11}+M_{11}N_{00}+m_{01}n_{01}\big]\sin^4\theta .
\end{aligned}$$

With the weight $\sin\theta$, substituting $t=\cos\theta$ gives polar integrals $2/5$, $4/15$ and $16/15$ for $\cos^4\theta$, $\sin^2\theta\cos^2\theta$ and $\sin^4\theta$. Division by $4\pi$ leaves

$$\frac1{15}\Big[3\sum_iM_{ii}N_{ii}+\sum_{i\ne j}M_{ii}N_{jj}+\sum_{i<j}m_{ij}n_{ij}\Big]
=\frac{\operatorname{tr}M\operatorname{tr}N+\operatorname{tr}MN+\operatorname{tr}MN^{\mathsf T}}{15}.$$

This is `orientAvg_quadratic`. The two integrals beneath it, `azimuthal_integral` and `polar_integral`, are proved from explicit antiderivatives: `HasDerivAt` records the derivative, `linear_combination` reconciles it with the integrand through $\sin^2x+\cos^2x=1$, and the fundamental theorem of calculus leaves the endpoint values. In `polar_integral` the letter `c` is a coefficient, not the dipole cosine.

## From traces to the anisotropy

For $I_\parallel$ take $M=uu^{\mathsf T}$ and $N=vv^{\mathsf T}$, written `vecMulVec u u` and `vecMulVec v v`. Both traces are 1, and $\operatorname{tr}MN=\operatorname{tr}MN^{\mathsf T}=c^2$, so `parallelIntensity_eq` gives $(1+2c^2)/15$.

For $I_\perp$ keep $M$ and take $N=(1-vv^{\mathsf T})/2$. Since $n\cdot n=1$, which the step `unit` proves for `dir θ φ`, this form equals the perpendicular factor. Now $\operatorname{tr}N=(3-1)/2=1$ and $\operatorname{tr}MN=\operatorname{tr}MN^{\mathsf T}=(1-c^2)/2$, hence

$$I_\perp=\frac{1+(1-c^2)}{15}=\frac{2-c^2}{15}.$$

The total no longer depends on the angle:

$$I_\parallel+2I_\perp=\frac{1+2c^2+4-2c^2}{15}=\frac13,\qquad
r=3\cdot\frac{3c^2-1}{15}=\frac{3c^2-1}{5}.$$

The proof of `anisotropy_eq` isolates this total in the same way.

If $r=2/5$, then $c^2=1$, or $(c-1)(c+1)=0$. For $c=1$ one has $|u-v|^2=2-2c=0$ and so $u=v$; for $c=-1$, $|u+v|^2=2+2c=0$ and so $u=-v$. The two branches of `anisotropy_eq_two_fifths_iff` do exactly this, and the converse is substitution.

## Perpendicular dipoles

At the opposite limit, $c=0$, the intensities are $I_\parallel=1/15$ and $I_\perp=2/15$, and the anisotropy is $-1/5$. Because $0\le c^2\le1$ for unit vectors, every angle gives a value from $-1/5$ to $2/5$, endpoints included; this range is a short consequence of the formula and has no theorem of its own in the code.

For a rigid molecule with one absorbing and one emitting transition, transition dipoles from an electronic structure calculation, normalised and expressed in the same molecular frame, give $c$ and thus a predicted anisotropy in the absence of motion and energy transfer. The arbitrary overall sign of each computed dipole has no effect, since only $c^2$ enters.
